# In a linearly coupled two-band model with a gap, the parabolic conduction energy at nonzero \(k\) is too high by less than \(|P|^4k^4/G^3\)

For an electron in a conduction band coupled to one valence band across a gap, the conduction energy at a given wave number is defined here as the largest real eigenvalue of the two-band Hamiltonian, and the square-root dispersion is then derived from that definition. The Hamiltonian is

\[
H(k)=\begin{pmatrix}0&Pk\\ P^*k&-G\end{pmatrix}.
\]

Here \(k\) is the real wave number along a fixed direction, measured from the band extremum, and \(G\) is the gap. Energies are measured from the conduction-band edge. The complex number \(P\), with units of energy times length, is the interband momentum matrix element along that direction multiplied by \(\hbar/m_0\), where \(m_0\) is the free-electron mass. Some textbooks use the letter \(P\) for the momentum matrix element itself.

## The parabolic error and its quartic bound

Let \(E\) be the conduction energy, and let \(a=|P|^2k^2/G\) be the parabolic energy. It corresponds to the effective mass \(m^*=\hbar^2G/(2|P|^2)\). For \(G>0\), \(P\neq0\) and \(k\neq0\),

\[
a-E=\frac{E^2}{G},\qquad
\frac{|P|^2k^2}{G}-\frac{|P|^4k^4}{G^3}<E<\frac{|P|^2k^2}{G}.
\]

The quartic coefficient is the right one, because the remainder is of sixth order:

\[
0<E-\left(\frac{|P|^2k^2}{G}-\frac{|P|^4k^4}{G^3}\right)<\frac{2|P|^6k^6}{G^5}.
\]

At fixed \(P\) and \(k\), the error \(a-E\) itself, and not only its bound, increases strictly as the gap shrinks. The effective mass changes along with the gap in this comparison.

## Band energies in a transport simulation

A semiclassical Monte Carlo transport code needs the energy of a carrier after the electric field has changed its wave vector. With a parabolic band it evaluates \(a=\hbar^2k^2/(2m^*)\). With a nonparabolic band it commonly solves \(E(1+\alpha E)=\hbar^2k^2/(2m^*)\) for the positive root. In the two-band model above, this is the secular equation divided by \(G\), with \(\alpha=1/G\), and the bounds limit the size of the energy shift between the two choices.

Take \(G=1\) eV and \(|P|k=0.2\) eV. The parabolic energy is 40 meV, the quartic bound on its error is 1.6 meV, and the two-band energy is about 38.52 meV. If the gap is halved at the same \(|P|k\), the parabolic energy becomes 80 meV and the two-band energy about 70.16 meV. The error has grown from about 1.48 to about 9.84 meV.

At small \(k\), the formula \((-G+\sqrt{G^2+4|P|^2k^2})/2\) subtracts two nearly equal numbers. The algebraically equal form

\[
E=\frac{2|P|^2k^2}{G+\sqrt{G^2+4|P|^2k^2}}
\]

avoids that cancellation for \(G>0\).

## From the secular equation to the bounds

A real number \(E\) is an eigenvalue when \(H-E\) has a nonzero null vector, which happens exactly when its determinant vanishes:

\[
(-E)(-G-E)-|P|^2k^2=0
\quad\Longleftrightarrow\quad
E(E+G)=|P|^2k^2.
\]

The roots are \((-G\pm\sqrt{G^2+4|P|^2k^2})/2\), and the conduction energy is the one with the plus sign.

Its sign also follows without the root formula. The roots sum to \(-G\), so the other eigenvalue is \(-G-E\). Since \(E\) is the largest, \(-G-E\le E\), hence \(E+G\ge G/2>0\). The product \(E(E+G)=|P|^2k^2\) is positive, so \(E>0\).

Dividing the secular equation by \(G\) gives

\[
a=E+\frac{E^2}{G},
\]

so \(a-E=E^2/G>0\), which is the upper bound \(E<a\). Because \(0<E<a\), the error satisfies \(E^2/G<a^2/G=|P|^4k^4/G^3\), which is the lower bound.

For the sixth-order estimate, the lower bound reads \(a-E<a^2/G\). Therefore

\[
E^2=a^2-2a(a-E)+(a-E)^2>a^2-\frac{2a^3}{G},
\]

and substitution into \(E=a-E^2/G\) gives

\[
E<a-\frac{a^2}{G}+\frac{2a^3}{G^2}.
\]

The last term is \(2|P|^6k^6/G^5\).

Now let \(0<G_1<G_2\), with conduction energies \(E_1\) and \(E_2\) at the same \(P\) and \(k\). If \(E_2\ge E_1\) held, then

\[
E_2(E_2+G_2)>E_2(E_2+G_1)\ge E_1(E_1+G_1),
\]

although both ends equal \(|P|^2k^2\). Hence \(E_2<E_1\), and

\[
\frac{E_2^2}{G_2}<\frac{E_1^2}{G_2}\le\frac{E_1^2}{G_1}.
\]

The parabolic error is thus larger for the smaller gap.

## Definitions and theorems in Lean

```lean
import Mathlib

open Matrix ComplexConjugate

namespace TwoBandNonparabolicity

noncomputable section

/-- The two-band Hamiltonian at wave number `k`, with band edges at `0` and `-G` and
a coupling `P k` linear in the wave number. -/
def hamiltonian (G k : ℝ) (P : ℂ) : Matrix (Fin 2) (Fin 2) ℂ :=
  !![0, P * (k : ℂ); conj P * (k : ℂ), -(G : ℂ)]

/-- `E` is a band energy if the Hamiltonian has a nonzero eigenvector with eigenvalue `E`. -/
def IsBandEnergy (G k : ℝ) (P : ℂ) (E : ℝ) : Prop :=
  ∃ v : Fin 2 → ℂ, v ≠ 0 ∧ hamiltonian G k P *ᵥ v = (E : ℂ) • v

/-- The conduction energy is the largest band energy at the given wave number. -/
def IsConductionEnergy (G k : ℝ) (P : ℂ) (E : ℝ) : Prop :=
  IsGreatest {E' : ℝ | IsBandEnergy G k P E'} E

/-- The band energies are exactly the real solutions of the secular equation
`E (E + G) = |P|² k²`. -/
theorem secular_equation (G k : ℝ) (P : ℂ) (E : ℝ) :
    IsBandEnergy G k P E ↔ E * (E + G) = ‖P‖ ^ 2 * k ^ 2 := by
  have hdet : (hamiltonian G k P - (E : ℂ) • (1 : Matrix (Fin 2) (Fin 2) ℂ)).det
      = ((E * (E + G) - ‖P‖ ^ 2 * k ^ 2 : ℝ) : ℂ) := by
    have hP : P * conj P = ((‖P‖ ^ 2 : ℝ) : ℂ) := by
      rw [Complex.mul_conj, Complex.normSq_eq_norm_sq]
    rw [Matrix.det_fin_two]
    simp only [hamiltonian, Matrix.sub_apply, Matrix.smul_apply, Matrix.one_apply,
      Matrix.of_apply, Matrix.cons_val', Matrix.cons_val_zero, Matrix.cons_val_one,
      Matrix.cons_val_fin_one, smul_eq_mul]
    norm_num
    push_cast at hP
    linear_combination (-(k : ℂ) ^ 2) * hP
  -- an eigenvector is a null vector of the shifted Hamiltonian
  have heig : IsBandEnergy G k P E ↔ ∃ v : Fin 2 → ℂ, v ≠ 0 ∧
      (hamiltonian G k P - (E : ℂ) • (1 : Matrix (Fin 2) (Fin 2) ℂ)) *ᵥ v = 0 := by
    simp only [IsBandEnergy, Matrix.sub_mulVec, Matrix.smul_mulVec, Matrix.one_mulVec,
      sub_eq_zero]
  rw [heig, Matrix.exists_mulVec_eq_zero_iff, hdet, Complex.ofReal_eq_zero, sub_eq_zero]

/-- The conduction energy exists and is given by the closed two-band dispersion
`(-G + √(G² + 4 |P|² k²)) / 2`. -/
theorem conduction_energy_iff (G k : ℝ) (P : ℂ) (E : ℝ) :
    IsConductionEnergy G k P E ↔
      E = (-G + Real.sqrt (G ^ 2 + 4 * (‖P‖ ^ 2 * k ^ 2))) / 2 := by
  have hs := Real.sq_sqrt (show 0 ≤ G ^ 2 + 4 * (‖P‖ ^ 2 * k ^ 2) by positivity)
  have hs0 := Real.sqrt_nonneg (G ^ 2 + 4 * (‖P‖ ^ 2 * k ^ 2))
  have hgreat : IsConductionEnergy G k P
      ((-G + Real.sqrt (G ^ 2 + 4 * (‖P‖ ^ 2 * k ^ 2))) / 2) := by
    constructor
    · apply (secular_equation G k P _).mpr
      linear_combination hs / 4
    · intro E' hE'
      have h := (secular_equation G k P E').mp hE'
      by_contra hlt
      have hlt' := lt_of_not_ge hlt
      -- a larger root would make `(2 E' + G)²` exceed the discriminant
      have h1 : 0 < 2 * E' + G - Real.sqrt (G ^ 2 + 4 * (‖P‖ ^ 2 * k ^ 2)) := by linarith
      have h2 : 0 < 2 * E' + G + Real.sqrt (G ^ 2 + 4 * (‖P‖ ^ 2 * k ^ 2)) := by linarith
      nlinarith [mul_pos h1 h2]
  constructor
  · intro hE
    exact IsGreatest.unique hE hgreat
  · intro hE
    rw [hE]
    exact hgreat

/-- For a positive gap, nonzero coupling and nonzero wave number, the conduction energy
lies strictly above the band edge at zero. -/
theorem conduction_energy_pos {G k E : ℝ} {P : ℂ} (hG : 0 < G) (hP : P ≠ 0) (hk : k ≠ 0)
    (hE : IsConductionEnergy G k P E) : 0 < E := by
  have h := (secular_equation G k P E).mp hE.1
  have hPn : 0 < ‖P‖ := norm_pos_iff.mpr hP
  have hx : 0 < ‖P‖ ^ 2 * k ^ 2 := by positivity
  -- the other root of the secular equation is the valence energy
  have hv : IsBandEnergy G k P (-G - E) :=
    (secular_equation G k P _).mpr (by linear_combination h)
  have hle : -G - E ≤ E := hE.2 hv
  have hEG : 0 < E + G := by linarith
  rw [← h] at hx
  exact pos_of_mul_pos_left hx hEG.le

/-- For nonzero `G`, the parabolic energy `|P|² k² / G` minus a band energy `E` equals `E² / G`. -/
theorem parabolic_error {G k E : ℝ} {P : ℂ} (hG : G ≠ 0) (hE : IsBandEnergy G k P E) :
    ‖P‖ ^ 2 * k ^ 2 / G - E = E ^ 2 / G := by
  rw [← (secular_equation G k P E).mp hE]
  field_simp
  ring

/-- For a positive gap, nonzero coupling and nonzero wave number, the conduction energy lies
below the parabolic energy, by less than the quartic term `|P|⁴ k⁴ / G³`. -/
theorem nonparabolicity_bounds {G k E : ℝ} {P : ℂ} (hG : 0 < G) (hP : P ≠ 0) (hk : k ≠ 0)
    (hE : IsConductionEnergy G k P E) :
    ‖P‖ ^ 2 * k ^ 2 / G - ‖P‖ ^ 4 * k ^ 4 / G ^ 3 < E ∧ E < ‖P‖ ^ 2 * k ^ 2 / G := by
  have hpos := conduction_energy_pos hG hP hk hE
  have herr := parabolic_error hG.ne' hE.1
  have h0 : 0 < E ^ 2 / G := by positivity
  have hup : E < ‖P‖ ^ 2 * k ^ 2 / G := by linarith
  -- insert the parabolic upper bound into the exact error
  have hq : E ^ 2 / G < (‖P‖ ^ 2 * k ^ 2 / G) ^ 2 / G := by gcongr
  have h4 : ‖P‖ ^ 4 * k ^ 4 / G ^ 3 = (‖P‖ ^ 2 * k ^ 2 / G) ^ 2 / G := by ring
  exact ⟨by rw [h4]; linarith, hup⟩

/-- For a positive gap, nonzero coupling and nonzero wave number, the conduction energy minus the
quartic expansion `|P|² k² / G - |P|⁴ k⁴ / G³` is less than `2 |P|⁶ k⁶ / G⁵`. -/
theorem quartic_term_sharp {G k E : ℝ} {P : ℂ} (hG : 0 < G) (hP : P ≠ 0) (hk : k ≠ 0)
    (hE : IsConductionEnergy G k P E) :
    E - (‖P‖ ^ 2 * k ^ 2 / G - ‖P‖ ^ 4 * k ^ 4 / G ^ 3) < 2 * ‖P‖ ^ 6 * k ^ 6 / G ^ 5 := by
  have hpos := conduction_energy_pos hG hP hk hE
  have herr := parabolic_error hG.ne' hE.1
  obtain ⟨hlow, hup⟩ := nonparabolicity_bounds hG hP hk hE
  have h4 : ‖P‖ ^ 4 * k ^ 4 / G ^ 3 = (‖P‖ ^ 2 * k ^ 2 / G) ^ 2 / G := by ring
  have h6 : 2 * ‖P‖ ^ 6 * k ^ 6 / G ^ 5
      = 2 * (‖P‖ ^ 2 * k ^ 2 / G) * ((‖P‖ ^ 2 * k ^ 2 / G) ^ 2 / G) / G := by ring
  rw [h4] at hlow
  rw [h4, h6]
  generalize ‖P‖ ^ 2 * k ^ 2 / G = a at *
  -- feed the lower bound back into the exact error
  have hsq : a ^ 2 - 2 * a * (a ^ 2 / G) < E ^ 2 := by
    have ha : 0 < a := hpos.trans hup
    have hd : 0 < E - (a - a ^ 2 / G) := by linarith
    nlinarith [sq_nonneg (a - E), mul_pos ha hd]
  have hdiv := div_lt_div_of_pos_right hsq hG
  rw [sub_div] at hdiv
  linarith

/-- At fixed nonzero coupling and wave number, the error of the parabolic energy is strictly
larger for the smaller of two positive gaps. -/
theorem parabolic_error_grows {G₁ G₂ k E₁ E₂ : ℝ} {P : ℂ} (hG₁ : 0 < G₁) (hG : G₁ < G₂)
    (hP : P ≠ 0) (hk : k ≠ 0) (hE₁ : IsConductionEnergy G₁ k P E₁)
    (hE₂ : IsConductionEnergy G₂ k P E₂) :
    ‖P‖ ^ 2 * k ^ 2 / G₂ - E₂ < ‖P‖ ^ 2 * k ^ 2 / G₁ - E₁ := by
  have hG₂ : 0 < G₂ := hG₁.trans hG
  have hp₁ := conduction_energy_pos hG₁ hP hk hE₁
  have hp₂ := conduction_energy_pos hG₂ hP hk hE₂
  have h₁ := (secular_equation G₁ k P E₁).mp hE₁.1
  have h₂ := (secular_equation G₂ k P E₂).mp hE₂.1
  -- the conduction energy falls as the gap opens
  have hlt : E₂ < E₁ := by
    by_contra hn
    have hle : 0 ≤ E₂ - E₁ := sub_nonneg.mpr (le_of_not_gt hn)
    have hsum : 0 ≤ E₂ + E₁ + G₁ := by positivity
    nlinarith [mul_nonneg hle hsum, mul_pos hp₂ (sub_pos.mpr hG)]
  rw [parabolic_error hG₂.ne' hE₂.1, parabolic_error hG₁.ne' hE₁.1]
  have hGle := hG.le
  calc E₂ ^ 2 / G₂ < E₁ ^ 2 / G₂ := by gcongr
    _ ≤ E₁ ^ 2 / G₁ := by gcongr

end

end TwoBandNonparabolicity
```

```lean
#print axioms TwoBandNonparabolicity.conduction_energy_iff
#print axioms TwoBandNonparabolicity.conduction_energy_pos
#print axioms TwoBandNonparabolicity.quartic_term_sharp
#print axioms TwoBandNonparabolicity.parabolic_error_grows
```

```
'TwoBandNonparabolicity.conduction_energy_iff' depends on axioms: [propext, Classical.choice, Quot.sound]
'TwoBandNonparabolicity.conduction_energy_pos' depends on axioms: [propext, Classical.choice, Quot.sound]
'TwoBandNonparabolicity.quartic_term_sharp' depends on axioms: [propext, Classical.choice, Quot.sound]
'TwoBandNonparabolicity.parabolic_error_grows' depends on axioms: [propext, Classical.choice, Quot.sound]
```

## What is established for the matrix, and what remains for a crystal

`hamiltonian G k P` is the complex matrix above, with real `G` and `k`; `conj P` is \(P^*\) and `‖P‖` is \(|P|\). `IsBandEnergy` says that a real number `E` has a nonzero eigenvector, which need not be normalised. `IsConductionEnergy` says that `E` is a band energy and that no band energy exceeds it. A real coupling is the special case in which \(|P|^2=P^2\).

`secular_equation` holds for all real `G` and `k` and all complex `P`. Its proof computes the determinant in `hdet`, rewrites the eigenvector condition as a null-vector condition in `heig`, and joins the two through Mathlib's criterion for a singular matrix. `conduction_energy_iff` shows that the greatest band energy exists and equals the root formula. A larger root \(E'\) would give \((2E'+G)^2>G^2+4|P|^2k^2\), against the secular equation; `nlinarith` derives this contradiction from the product of two positive factors.

`conduction_energy_pos` follows the argument with the second root, which appears as `hv`. `parabolic_error` needs only \(G\neq0\) and applies to either band. `nonparabolicity_bounds` combines these two results, with `gcongr` squaring the inequality \(E<a\). `quartic_term_sharp` abbreviates the parabolic energy to `a` and proves the estimate for \(E^2\) as `hsq`; the positivity of the left-hand side of the theorem's inequality is the lower bound in `nonparabolicity_bounds`. In `parabolic_error_grows`, `hlt` is the inequality \(E_2<E_1\), and the closing `calc` is the two-step comparison of errors.

The hypothesis \(G>0\) places the conduction edge above the valence edge. The condition \(P\neq0\) means that symmetry allows the momentum matrix element along the chosen direction and that it does not vanish. If \(Pk=0\) with \(G>0\), then \(E\) and both bounds are zero, so the strict inequalities fail. The bounds hold for every nonzero \(k\), however large, but once \(|P|k\) exceeds \(G\) in magnitude the lower one is negative and says less than \(E>0\).

The step left to physical judgement is that this matrix describes the band of a real crystal. It has one state per band edge and a coupling strictly linear in \(k\), and it leaves out remote bands and \(k^2\) terms on the diagonal. A free-electron term \(\hbar^2k^2/(2m_0)\) common to both diagonal entries would shift the exact and parabolic energies equally and leave their difference unchanged. Unequal diagonal terms, as remote bands generally produce, can change the size of the error and even its sign. The theorems are about real and complex numbers, so floating-point rounding in a program needs its own analysis.
